# Gauge independence of the band density matrix for Wannier functions on a ring

## Physical setting

Take a ring of two cells, with momenta k = 0, 1, two vectors ψ₀, ψ₁ and two complex factors c₀, c₁. The Fourier phases are ±1, and the two Wannier functions are

w₀ = (c₀ψ₀ + c₁ψ₁)/√2
w₁ = (c₀ψ₀ − c₁ψ₁)/√2

In w₀w₀† the cross terms c₀c₁* ψ₀ψ₁† + c₁c₀* ψ₁ψ₀† appear with weight +½, and in w₁w₁† with weight −½. They cancel in the sum:

w₀w₀† + w₁w₁† = |c₀|² ψ₀ψ₀† + |c₁|² ψ₁ψ₁†

The relative phase of c₀ and c₁ changes each w_R, but it sits only in the cross terms, so the sum does not see it.

On a ring of N cells the momentum label k and the cell index R are integers modulo N. With e(x) = exp(2πi x/N), the Wannier function in the gauge c is

w_R = N^(−1/2) Σ_k e(−kR) c_k ψ_k

In a band calculation on a finite periodic mesh each eigenvector comes with an arbitrary phase. For an independent-particle band with all N states equally occupied, the result says that the one-particle density matrix may be summed over Wannier functions in any gauge with all |c_k| = 1 or over the Bloch states, with the same value.

## Statement

For any vectors ψ_k and any c_k with |c_k| = 1,

Σ_R w_R w_R† = Σ_k ψ_k ψ_k†

This is `wannierDensityMatrix_eq_bloch`. The right side does not contain c, so all unit gauges give the same matrix. The accompanying theorems are these.

(a) For arbitrary complex c_k the left side equals Σ_k |c_k|² ψ_k ψ_k†.

(b) For unit phases, Σ_R |w_R(i)|² = Σ_k |ψ_k(i)|² on every orbital i, and Σ_R ⟨w_R|A|w_R⟩ = Σ_k ⟨ψ_k|A|ψ_k⟩ for every matrix A.

(c) If the ψ_k are linearly independent, the identity holds exactly when all |c_k| = 1. The N plane waves on the ring are linearly independent.

(d) Replacing c_k by e(−ka) c_k turns w_R into w_{R+a}.

(e) For bands b mixed by a unitary U(k) at each k into new bands, now labelled a, with Wannier functions w_{aR}, Σ_a Σ_R w_{aR} w_{aR}† = Σ_k Σ_b ψ_{kb} ψ_{kb}†.

## Derivation

Lattice sum. Since e(x)* = e(−x) and e(x)e(y) = e(x + y), the product e(kR) e(k'R)* equals q^R with q = e(k − k'). If k = k' every term is 1. Otherwise q ≠ 1 and q^N = 1, and the geometric sum (q^N − 1)/(q − 1) vanishes. Hence

Σ_R e(kR) e(k'R)* = N δ_kk'

Mixing. Let v_r = Σ_k M_kr φ_k with Σ_r M_kr M_k'r* = d_k δ_kk'. Expanding both factors and summing over r first gives

Σ_r v_r v_r† = Σ_k Σ_k' (Σ_r M_kr M_k'r*) φ_k φ_k'† = Σ_k d_k φ_k φ_k†

No inner product of the φ_k enters, so neither orthogonality nor normalisation is used.

Wannier coefficients. With M_kR = N^(−1/2) e(−kR) c_k,

Σ_R M_kR M_k'R* = (c_k c_k'*/N) Σ_R e(−kR) e(−k'R)* = |c_k|² δ_kk'

This gives (a), and |c_k| = 1 gives the main identity. Its diagonal element (i, i) is the density statement in (b). Multiplying by A, taking the trace and using tr(A v v†) = ⟨v|A|v⟩ gives the expectation values.

Converse. If the identity holds, (a) gives Σ_l (|c_l|² − 1) ψ_l ψ_l† = 0. Fix k. Independence implies ψ_k ≠ 0, so some component ψ_k(j) is non-zero. Column j reads

Σ_l (|c_l|² − 1) ψ_l(j)* ψ_l = 0

Independence makes every coefficient vanish, and the coefficient l = k gives |c_k|² = 1. For plane waves, suppose Σ_l g_l e(lx) = 0 for all x. Multiplying by e(kx)* and summing over x leaves N g_k = 0.

Shift. Statement (d) is e(−kR) e(−ka) = e(−k(R + a)), applied term by term.

Several bands. Put φ_ka = Σ_b U(k)_ba ψ_kb and build w_{aR} from φ_ka with c = 1. The main identity for each a gives Σ_R w_{aR} w_{aR}† = Σ_k φ_ka φ_ka†. At fixed k, U U† = 1 reads Σ_a U_ba U_b'a* = δ_bb', and mixing with d = 1 gives Σ_a φ_ka φ_ka† = Σ_b ψ_kb ψ_kb†.

## What the formal version assumes

Both k and R have type `ZMod N`, and `NeZero N` says N ≥ 1. The label k stands for the crystal momentum 2πk/N per cell. The function `phase` is e(x), evaluated on the representative `x.val`. A state is a function `n → ℂ` on an index type of orbitals or sites, and `dyad v` is the matrix with entries v(i) v(j)*. The definition `wannier` fixes the sign e(−kR) and the prefactor N^(−1/2). In `multiWannier` the first index of `U k b a` is the original band and the second the mixed one.

The identities hold entry by entry, so `n` need not be finite, except in `band_expectation_eq`, where ⟨v|A|v⟩ is the finite sum `star v ⬝ᵥ (A *ᵥ v)` and A need not be Hermitian.

The ψ_k are not required to be eigenvectors of a Hamiltonian or of translations, so `blochDensityMatrix` is only a name for Σ_k ψ_k ψ_k†. That it is a projector for orthonormal ψ_k, that the w_R are translates of one function for true Bloch states, and anything about localisation, spread or the limit N → ∞ are left unproved here.

The hypothesis `hc` is needed: c_k = 2 for all k multiplies the sum by 4. The hypothesis `hψ` is needed for the converse: with N = 2, ψ₀ = ψ₁ = v, c₀ = √2 and c₁ = 0, both sides equal 2vv†.

## The Lean file

```lean
import Mathlib

open scoped Matrix ComplexConjugate

namespace WannierGaugeInvariance

noncomputable section

variable {N : ℕ} [NeZero N] {n : Type*}

/-- The phase factor exp(2πi x / N) on a ring of N cells. -/
def phase (x : ZMod N) : ℂ :=
  Complex.exp (2 * (Real.pi : ℂ) * Complex.I * (x.val : ℂ) / (N : ℂ))

/-- The outer product v v† of a state vector with itself. -/
def dyad (v : n → ℂ) : Matrix n n ℂ :=
  Matrix.of fun i j => v i * conj (v j)

/-- The Wannier function of cell R built from the states c_k ψ_k:
w_R = Σ_k N^(-1/2) exp(-2πi kR / N) c_k ψ_k. -/
def wannier (c : ZMod N → ℂ) (ψ : ZMod N → n → ℂ) (R : ZMod N) : n → ℂ :=
  ∑ k, (phase (-k * R) / ((Real.sqrt N : ℝ) : ℂ) * c k) • ψ k

/-- The band density matrix Σ_k ψ_k ψ_k† summed over crystal momenta. -/
def blochDensityMatrix (ψ : ZMod N → n → ℂ) : Matrix n n ℂ :=
  ∑ k, dyad (ψ k)

/-- The matrix Σ_R w_R w_R† summed over the Wannier functions of the gauge c. -/
def wannierDensityMatrix (c : ZMod N → ℂ) (ψ : ZMod N → n → ℂ) : Matrix n n ℂ :=
  ∑ R, dyad (wannier c ψ R)

/-- The Wannier function number a of cell R for a group of bands mixed at each k by the
matrix U(k): it is built from the states Σ_b U(k)_{ba} ψ_{kb}. -/
def multiWannier {m : Type*} [Fintype m] (U : ZMod N → Matrix m m ℂ)
    (ψ : ZMod N → m → n → ℂ) (a : m) (R : ZMod N) : n → ℂ :=
  wannier (fun _ => (1 : ℂ)) (fun k => ∑ b, U k b a • ψ k b) R

/-- The unnormalised plane wave x ↦ exp(2πi kx / N) on the sites of the ring. -/
def planeWave (k : ZMod N) : ZMod N → ℂ :=
  fun x => phase (k * x)

/-- The phase factor is the standard additive character of the cyclic group of N cells. -/
theorem phase_eq (x : ZMod N) :
    phase x = (ZMod.stdAddChar : AddChar (ZMod N) ℂ) x := by
  unfold phase
  rw [ZMod.stdAddChar_apply, ZMod.toCircle_apply]

/-- Complex conjugation of the phase factor reverses the sign of its argument. -/
theorem phase_conj (x : ZMod N) : conj (phase x) = phase (-x) := by
  have h1 : conj (phase x) * phase x = 1 := by
    unfold phase
    have h : conj (2 * (Real.pi : ℂ) * Complex.I * (x.val : ℂ) / (N : ℂ))
        + 2 * (Real.pi : ℂ) * Complex.I * (x.val : ℂ) / (N : ℂ) = 0 := by
      simp only [map_div₀, map_mul, Complex.conj_ofReal, Complex.conj_I, map_natCast,
        map_ofNat]
      ring
    rw [← Complex.exp_conj, ← Complex.exp_add, h, Complex.exp_zero]
  have h2 : phase x * phase (-x) = 1 := by
    rw [phase_eq, phase_eq, ← AddChar.map_add_eq_mul, add_neg_cancel,
      AddChar.map_zero_eq_one]
  linear_combination phase (-x) * h1 - conj (phase x) * h2

/-- Lattice sum rule: Σ_R exp(2πi kR / N) conj(exp(2πi k'R / N)) = N δ_{kk'}. -/
theorem phase_orthogonality (k k' : ZMod N) :
    ∑ R : ZMod N, phase (k * R) * conj (phase (k' * R)) = if k = k' then (N : ℂ) else 0 := by
  have hp : (ZMod.stdAddChar : AddChar (ZMod N) ℂ).IsPrimitive :=
    ZMod.isPrimitive_stdAddChar N
  have e : ∀ R : ZMod N, phase (k * R) * conj (phase (k' * R))
      = (ZMod.stdAddChar : AddChar (ZMod N) ℂ) (R * (k - k')) := by
    intro R
    rw [phase_conj, phase_eq, phase_eq, ← AddChar.map_add_eq_mul]
    congr 1
    ring
  simp only [e]
  rw [AddChar.sum_mulShift _ hp]
  by_cases hk : k = k'
  · simp [hk, ZMod.card]
  · simp [hk, sub_eq_zero]

/-- If the coefficients obey Σ_r M_{kr} conj(M_{k'r}) = d_k δ_{kk'}, the outer products of the
mixed vectors Σ_k M_{kr} φ_k sum over r to Σ_k d_k φ_k φ_k†. -/
theorem sum_dyad_mix {ι κ : Type*} [Fintype ι] [Fintype κ] [DecidableEq κ]
    (M : κ → ι → ℂ) (d : κ → ℂ)
    (h : ∀ k k', ∑ r, M k r * conj (M k' r) = if k = k' then d k else 0)
    (φ : κ → n → ℂ) :
    ∑ r, dyad (∑ k, M k r • φ k) = ∑ k, d k • dyad (φ k) := by
  ext i j
  have key : ∑ r, (∑ k, M k r * φ k i) * (∑ k', conj (M k' r) * conj (φ k' j))
      = ∑ k, d k * (φ k i * conj (φ k j)) := by
    calc ∑ r, (∑ k, M k r * φ k i) * (∑ k', conj (M k' r) * conj (φ k' j))
        = ∑ r, ∑ k, ∑ k', (M k r * conj (M k' r)) * (φ k i * conj (φ k' j)) := by
          refine Finset.sum_congr rfl fun r _ => ?_
          rw [Finset.sum_mul_sum]
          refine Finset.sum_congr rfl fun k _ => Finset.sum_congr rfl fun k' _ => ?_
          ring
      -- carry out the sum over r first
      _ = ∑ k, ∑ k', (∑ r, M k r * conj (M k' r)) * (φ k i * conj (φ k' j)) := by
          rw [Finset.sum_comm]
          refine Finset.sum_congr rfl fun k _ => ?_
          rw [Finset.sum_comm]
          refine Finset.sum_congr rfl fun k' _ => ?_
          rw [Finset.sum_mul]
      -- only the diagonal terms k = k' survive
      _ = ∑ k, d k * (φ k i * conj (φ k j)) := by
          refine Finset.sum_congr rfl fun k _ => ?_
          simp only [h, ite_mul, zero_mul, Finset.sum_ite_eq, Finset.mem_univ, if_true]
  simpa only [Matrix.sum_apply, Matrix.smul_apply, dyad, Matrix.of_apply, Finset.sum_apply,
    Pi.smul_apply, smul_eq_mul, map_sum, map_mul] using key

/-- For arbitrary complex factors c_k, Σ_R w_R w_R† = Σ_k |c_k|² ψ_k ψ_k†. -/
theorem wannierDensityMatrix_weighted (c : ZMod N → ℂ) (ψ : ZMod N → n → ℂ) :
    wannierDensityMatrix c ψ = ∑ k, ((‖c k‖ ^ 2 : ℝ) : ℂ) • dyad (ψ k) := by
  have hN : (N : ℂ) ≠ 0 := Nat.cast_ne_zero.mpr (NeZero.ne N)
  have hs : ((Real.sqrt N : ℝ) : ℂ) * ((Real.sqrt N : ℝ) : ℂ) = (N : ℂ) := by
    rw [← Complex.ofReal_mul, Real.mul_self_sqrt (Nat.cast_nonneg N), Complex.ofReal_natCast]
  -- the Fourier coefficients have orthogonal rows of weight |c_k|²
  have h : ∀ k k' : ZMod N,
      ∑ R : ZMod N, phase (-k * R) / ((Real.sqrt N : ℝ) : ℂ) * c k
        * conj (phase (-k' * R) / ((Real.sqrt N : ℝ) : ℂ) * c k')
      = if k = k' then ((‖c k‖ ^ 2 : ℝ) : ℂ) else 0 := by
    intro k k'
    have e : ∀ R : ZMod N, phase (-k * R) / ((Real.sqrt N : ℝ) : ℂ) * c k
        * conj (phase (-k' * R) / ((Real.sqrt N : ℝ) : ℂ) * c k')
        = (phase (-k * R) * conj (phase (-k' * R))) * (c k * conj (c k') / (N : ℂ)) := by
      intro R
      rw [map_mul, map_div₀, Complex.conj_ofReal, ← hs]
      ring
    simp only [e]
    rw [← Finset.sum_mul, phase_orthogonality]
    by_cases hk : k = k'
    · subst hk
      rw [if_pos rfl, if_pos rfl, Complex.mul_conj, Complex.normSq_eq_norm_sq]
      field_simp
    · have hk' : ¬ (-k = -k') := fun h => hk (neg_inj.mp h)
      rw [if_neg hk', if_neg hk, zero_mul]
  exact sum_dyad_mix (fun k R => phase (-k * R) / ((Real.sqrt N : ℝ) : ℂ) * c k)
    (fun k => ((‖c k‖ ^ 2 : ℝ) : ℂ)) h ψ

/-- For any vectors ψ_k and any unit phases c_k, the Wannier functions satisfy
Σ_R w_R w_R† = Σ_k ψ_k ψ_k†. -/
theorem wannierDensityMatrix_eq_bloch (c : ZMod N → ℂ) (hc : ∀ k, ‖c k‖ = 1)
    (ψ : ZMod N → n → ℂ) :
    wannierDensityMatrix c ψ = blochDensityMatrix ψ := by
  rw [wannierDensityMatrix_weighted]
  unfold blochDensityMatrix
  simp only [hc, one_pow, Complex.ofReal_one, one_smul]

/-- For unit phases c_k the density on orbital i obeys Σ_R |w_R(i)|² = Σ_k |ψ_k(i)|². -/
theorem band_density_eq (c : ZMod N → ℂ) (hc : ∀ k, ‖c k‖ = 1)
    (ψ : ZMod N → n → ℂ) (i : n) :
    ∑ R, ‖wannier c ψ R i‖ ^ 2 = ∑ k, ‖ψ k i‖ ^ 2 := by
  have h : wannierDensityMatrix c ψ i i = blochDensityMatrix ψ i i := by
    rw [wannierDensityMatrix_eq_bloch c hc ψ]
  simp only [wannierDensityMatrix, blochDensityMatrix, Matrix.sum_apply, dyad,
    Matrix.of_apply, Complex.mul_conj, Complex.normSq_eq_norm_sq] at h
  exact_mod_cast h

/-- For unit phases c_k and any operator A, Σ_R ⟨w_R|A|w_R⟩ = Σ_k ⟨ψ_k|A|ψ_k⟩. -/
theorem band_expectation_eq [Fintype n] (c : ZMod N → ℂ) (hc : ∀ k, ‖c k‖ = 1)
    (ψ : ZMod N → n → ℂ) (A : Matrix n n ℂ) :
    ∑ R, star (wannier c ψ R) ⬝ᵥ (A *ᵥ wannier c ψ R)
      = ∑ k, star (ψ k) ⬝ᵥ (A *ᵥ ψ k) := by
  -- ⟨v|A|v⟩ = tr (A v v†)
  have e : ∀ v : n → ℂ, star v ⬝ᵥ (A *ᵥ v) = Matrix.trace (A * dyad v) := by
    intro v
    simp only [dotProduct, Matrix.mulVec, Matrix.trace, Matrix.diag_apply, Matrix.mul_apply,
      dyad, Matrix.of_apply, Pi.star_apply, Complex.star_def, Finset.mul_sum]
    refine Finset.sum_congr rfl fun i _ => Finset.sum_congr rfl fun j _ => ?_
    ring
  have h : Matrix.trace (A * wannierDensityMatrix c ψ)
      = Matrix.trace (A * blochDensityMatrix ψ) := by
    rw [wannierDensityMatrix_eq_bloch c hc ψ]
  simp only [wannierDensityMatrix, blochDensityMatrix, Matrix.mul_sum, Matrix.trace_sum] at h
  simp only [e]
  exact h

/-- For linearly independent ψ_k, Σ_R w_R w_R† = Σ_k ψ_k ψ_k† holds exactly when every
factor c_k has unit modulus. -/
theorem wannierDensityMatrix_eq_bloch_iff (c : ZMod N → ℂ) (ψ : ZMod N → n → ℂ)
    (hψ : LinearIndependent ℂ ψ) :
    wannierDensityMatrix c ψ = blochDensityMatrix ψ ↔ ∀ k, ‖c k‖ = 1 := by
  refine ⟨fun h k => ?_, fun hc => wannierDensityMatrix_eq_bloch c hc ψ⟩
  obtain ⟨j, hj⟩ : ∃ j, ψ k j ≠ 0 := Function.ne_iff.mp (hψ.ne_zero k)
  -- column j of the difference is a vanishing linear combination of the ψ_l
  have hsum : ∑ l, ((((‖c l‖ ^ 2 : ℝ) : ℂ) - 1) * conj (ψ l j)) • ψ l = 0 := by
    funext i
    have hij : wannierDensityMatrix c ψ i j = blochDensityMatrix ψ i j := by rw [h]
    rw [wannierDensityMatrix_weighted] at hij
    simp only [blochDensityMatrix, Matrix.sum_apply, Matrix.smul_apply, dyad,
      Matrix.of_apply, smul_eq_mul] at hij
    simp only [Finset.sum_apply, Pi.smul_apply, smul_eq_mul, Pi.zero_apply]
    rw [← sub_eq_zero, ← Finset.sum_sub_distrib] at hij
    refine Eq.trans ?_ hij
    exact Finset.sum_congr rfl fun l _ => by ring
  have h0 : (((‖c k‖ ^ 2 : ℝ) : ℂ) - 1) * conj (ψ k j) = 0 :=
    Fintype.linearIndependent_iff.mp hψ
      (fun l => (((‖c l‖ ^ 2 : ℝ) : ℂ) - 1) * conj (ψ l j)) hsum k
  have hj' : conj (ψ k j) ≠ 0 := by simpa using hj
  have h1 := sub_eq_zero.mp ((mul_eq_zero.mp h0).resolve_right hj')
  have h2 : ‖c k‖ ^ 2 = 1 := by exact_mod_cast h1
  have h3 : (‖c k‖ - 1) * (‖c k‖ + 1) = 0 := by linear_combination h2
  have h4 : ‖c k‖ + 1 ≠ 0 := by positivity
  exact sub_eq_zero.mp ((mul_eq_zero.mp h3).resolve_right h4)

/-- The N plane waves on the ring are linearly independent. -/
theorem planeWave_linearIndependent_witness :
    LinearIndependent ℂ (fun k : ZMod N => planeWave k) := by
  rw [Fintype.linearIndependent_iff]
  intro g hg k
  have hN : (N : ℂ) ≠ 0 := Nat.cast_ne_zero.mpr (NeZero.ne N)
  have hx : ∀ x : ZMod N, ∑ l : ZMod N, g l * phase (l * x) = 0 := by
    intro x
    have hgx := congrFun hg x
    simpa only [Finset.sum_apply, Pi.smul_apply, smul_eq_mul, planeWave, Pi.zero_apply]
      using hgx
  -- project on the plane wave k
  have h : ∑ l : ZMod N, g l * ∑ x : ZMod N, phase (l * x) * conj (phase (k * x)) = 0 := by
    simp only [Finset.mul_sum]
    rw [Finset.sum_comm]
    refine Finset.sum_eq_zero fun x _ => ?_
    simp only [← mul_assoc]
    rw [← Finset.sum_mul, hx, zero_mul]
  simp only [phase_orthogonality, mul_ite, mul_zero, Finset.sum_ite_eq', Finset.mem_univ,
    if_true] at h
  exact (mul_eq_zero.mp h).resolve_right hN

/-- Multiplying the gauge by exp(-2πi ka / N) turns the Wannier function of cell R into that
of cell R + a in the original gauge. -/
theorem wannier_gauge_shift (c : ZMod N → ℂ) (ψ : ZMod N → n → ℂ) (a R : ZMod N) :
    wannier (fun k => phase (-k * a) * c k) ψ R = wannier c ψ (R + a) := by
  simp only [wannier]
  refine Finset.sum_congr rfl fun k _ => ?_
  have h : phase (-k * (R + a)) = phase (-k * R) * phase (-k * a) := by
    rw [phase_eq, phase_eq, phase_eq, ← AddChar.map_add_eq_mul, mul_add]
  rw [h]
  congr 1
  ring

/-- For a group of bands mixed by a unitary matrix U(k) at each k,
Σ_a Σ_R w_{aR} w_{aR}† = Σ_k Σ_b ψ_{kb} ψ_{kb}†. -/
theorem sum_dyad_multiWannier {m : Type*} [Fintype m] [DecidableEq m]
    (U : ZMod N → Matrix m m ℂ) (hU : ∀ k, U k ∈ Matrix.unitaryGroup m ℂ)
    (ψ : ZMod N → m → n → ℂ) :
    ∑ a, ∑ R, dyad (multiWannier U ψ a R) = ∑ k, ∑ b, dyad (ψ k b) := by
  -- Fourier step, for each mixed band
  have h1 : ∀ a, ∑ R, dyad (multiWannier U ψ a R) = ∑ k, dyad (∑ b, U k b a • ψ k b) :=
    fun a => wannierDensityMatrix_eq_bloch (fun _ => (1 : ℂ)) (fun _ => norm_one)
      (fun k => ∑ b, U k b a • ψ k b)
  simp only [h1]
  rw [Finset.sum_comm]
  refine Finset.sum_congr rfl fun k _ => ?_
  -- unitary mixing step, at fixed k
  have hU' : ∀ b b', ∑ a, U k b a * conj (U k b' a) = if b = b' then (1 : ℂ) else 0 := by
    intro b b'
    have h : (U k * star (U k)) b b' = (1 : Matrix m m ℂ) b b' := by
      rw [Matrix.mem_unitaryGroup_iff.mp (hU k)]
    simpa only [Matrix.mul_apply, Matrix.star_apply, Matrix.one_apply, Complex.star_def]
      using h
  have h2 := sum_dyad_mix (fun b a => U k b a) (fun _ => (1 : ℂ)) hU' (ψ k)
  simpa only [one_smul] using h2

end

end WannierGaugeInvariance
```

```lean
#print axioms WannierGaugeInvariance.wannierDensityMatrix_eq_bloch
#print axioms WannierGaugeInvariance.band_density_eq
#print axioms WannierGaugeInvariance.wannier_gauge_shift
#print axioms WannierGaugeInvariance.sum_dyad_multiWannier
```

```
'WannierGaugeInvariance.wannierDensityMatrix_eq_bloch' depends on axioms: [propext, Classical.choice, Quot.sound]
'WannierGaugeInvariance.band_density_eq' depends on axioms: [propext, Classical.choice, Quot.sound]
'WannierGaugeInvariance.wannier_gauge_shift' depends on axioms: [propext, Classical.choice, Quot.sound]
'WannierGaugeInvariance.sum_dyad_multiWannier' depends on axioms: [propext, Classical.choice, Quot.sound]
```

## Notes on the proof

`phase_eq` identifies e(x) with Mathlib's `ZMod.stdAddChar`, which supplies e(x + y) = e(x)e(y). In `phase_conj`, `h1` says e(x)* e(x) = 1 and `h2` says e(x) e(−x) = 1, and `linear_combination` combines them. `phase_orthogonality` rewrites each term as the character at R(k − k') and replaces the geometric series by `AddChar.sum_mulShift`, which evaluates such a sum for a primitive character.

`sum_dyad_mix` works on the entry (i, j). The three lines of its `calc` block are the three moves by hand: expand the product into a double sum, move the sum over r inside, and insert the Kronecker delta.

In `wannierDensityMatrix_weighted`, `hs` is √N·√N = N, `e` separates the two phases from the factor c_k c_k'*/N, and `h` is the row orthogonality with d_k = |c_k|², which is passed to the mixing lemma. The main theorem sets the weights to 1. `band_density_eq` reads off the diagonal and passes from complex to real numbers, and `band_expectation_eq` proves the trace formula as `e` and distributes the trace over both sums.

In `wannierDensityMatrix_eq_bloch_iff`, `hsum` is the column j relation and `h0` is its coefficient l = k. The step from |c_k|² = 1 to |c_k| = 1 factorises the difference and discards |c_k| + 1, which is positive. `planeWave_linearIndependent_witness` is the projection on plane wave k and provides a family satisfying `hψ` with the ring sites as orbitals.

`wannier_gauge_shift` needs no condition on c. `sum_dyad_multiWannier` uses the main theorem as `h1`, exchanges the sums over a and k, extracts `hU'` from U U† = 1, and applies `sum_dyad_mix` a second time.
